# The determinant of a cyclic overlap matrix is a signed product of neighbouring overlaps, unchanged by phases

## A closed chain labelled by integers modulo M

A closed chain of $M$ states needs a labelling in which the last state is followed by the first. Here the labels are the elements of `Fin (n + 1)`, with $M=n+1$, so that $k+1$ is taken modulo $M$ and there is always at least one state. The states are vectors $u_0,\dots,u_{M-1}$ in a complex inner product space, and their overlap matrix is

$$S_{jk}=\begin{cases}\langle u_j,u_k\rangle & j=k+1 \bmod M,\\ 0 & \text{otherwise.}\end{cases}$$

The zeros in $S$ are put in by definition. For Bloch states and a twist operator, the same pattern of zeros follows from translation symmetry, as shown below.

If no neighbouring overlap vanishes, the discretized Berry phase of the chain is
$$\gamma=\arg\prod_k\langle u_{k+1},u_k\rangle .$$
For a single filled band of non-interacting, spinless electrons on a finite ring, a determinant of this kind appears in Resta's position formula, where its phase defines the summed position of the electrons modulo the length of the ring, which is the electronic input to the polarization. The theorems concern the determinant itself; polarization and the continuum limit do not enter them.

## One permutation survives

The Leibniz expansion reads

$$\det S=\sum_\sigma \operatorname{sgn}(\sigma)\prod_{k=0}^{M-1}S_{\sigma(k),k}.$$

A term can be nonzero only if $\sigma(k)=k+1$ for every $k$, which singles out the rotation of the ring. This is a cycle of length $M$, hence a product of $M-1$ transpositions, with sign $(-1)^{M-1}$. Therefore

$$\det S=(-1)^{M-1}\prod_{k=0}^{M-1}\langle u_{k+1},u_k\rangle .$$

For even $M$ the phase of the determinant thus differs from $\gamma$ by $\pi$. For $M=1$ the formula gives $\langle u_0,u_0\rangle$.

## Phases cancel around the ring

Replace each $u_k$ by $c_ku_k$ with complex $c_k$, and let $D=\operatorname{diag}(c_0,\dots,c_{M-1})$. The inner product is conjugate-linear in its first argument, so each entry $S_{jk}$ becomes $\bar c_j S_{jk}c_k$, and $S$ becomes $D^\dagger SD$. Taking determinants,

$$\det(D^\dagger SD)=\Big(\prod_k|c_k|^2\Big)\det S .$$

If every $|c_k|=1$, the determinant is unchanged. The arbitrary phases that a diagonalization routine attaches to its eigenvectors therefore have no effect on the determinant of this finite chain.

## Three spin states by hand

Take $M=3$ and the normalised vectors

$$u_0=(1,0),\qquad u_1=\tfrac{1}{\sqrt2}(1,1),\qquad u_2=\tfrac{1}{\sqrt2}(1,i).$$

The overlaps around the ring are

$$\langle u_1,u_0\rangle=\tfrac1{\sqrt2},\qquad \langle u_2,u_1\rangle=\tfrac{1-i}{2},\qquad \langle u_0,u_2\rangle=\tfrac1{\sqrt2}.$$

The sign is $(-1)^2=1$, so $\det S=(1-i)/4$ and $\gamma=-\pi/4$. Replacing $u_1$ by $iu_1$ multiplies the first overlap by $-i$ and the second by $i$, and the product stays the same.

## Translation symmetry produces the zeros

Let $T$ be a translation by one cell on a ring of $M$ cells, $U$ a twist operator, and $\omega$ a primitive $M$-th root of unity. Suppose that $T$ preserves inner products and that

$$TU=\omega UT,\qquad T\psi_k=\omega^k\psi_k .$$

The second relation says that $\psi_k$ is a Bloch state with crystal momentum label $k$. The first says that $U$ raises this label by one. In a continuous ring of length $L=Ma$, with $a$ the cell length, an example is $(T\psi)(x)=\psi(x+a)$, $U=e^{2\pi i x/L}$ and $\omega=e^{2\pi i/M}$.

Write $X=\langle\psi_j,U\psi_k\rangle$. Since $TU\psi_k=\omega UT\psi_k=\omega^{k+1}U\psi_k$,

$$X=\langle T\psi_j,TU\psi_k\rangle=\overline{\omega^j}\,\omega^{k+1}X=\omega^{k+1-j}X,$$

where the last step uses $|\omega|=1$. If $X\neq0$, then $\omega^{k+1-j}=1$, and primitivity forces $j=k+1\bmod M$. The full matrix of elements $\langle\psi_j,U\psi_k\rangle$ therefore has the cyclic shape already, and

$$\det\big(\langle\psi_j,U\psi_k\rangle\big)=(-1)^{M-1}\prod_k\langle\psi_{k+1},U\psi_k\rangle .$$

## How the Lean objects correspond to the physics

`overlapMatrix u` is $S$, and `twistMatrix U ψ` is the full matrix of $U$ between the Bloch states. Both are instances of the shape `cyclicMatrix a`, whose entry in row $k+1$ and column $k$ is an arbitrary amplitude `a k`; for the second matrix this is a consequence of symmetry. A docstring below calls this shape a cyclic hopping matrix. Its steps go in one direction only, so for three or more states it is not the Hermitian hopping matrix of a tight-binding ring, which also contains the reverse steps. The expression `inner ℂ x y` is $\langle x,y\rangle$.

The structure `IsBlochTwist` collects the four assumptions on the translation and the twist:

- `root`: $\omega$ is a primitive root of unity of order $n+1$, the number of cells.
- `isometry`: translation preserves inner products.
- `twist`: $TU=\omega UT$, which holds, for example, for the translation by one cell and the uniformly winding phase $e^{2\pi i x/L}$ above, with $\omega=e^{2\pi i/M}$.
- `bloch`: each $\psi_k$ is a translation eigenstate with eigenvalue $\omega^k$.

The space `E` may have infinite dimension, but `T` and `U` are linear maps defined on all of it. The states need not be normalised, zero vectors are not excluded, and $U$ need not be unitary. There is one state per crystal momentum, so several occupied bands are not covered. The phase-invariance theorem is stated for `overlapMatrix`.

## The Lean file

```lean
import Mathlib

open scoped ComplexConjugate

namespace RestaOverlapDeterminant

noncomputable section

variable {E : Type*} [NormedAddCommGroup E] [InnerProductSpace ℂ E] {n : ℕ}

/-- The matrix on a ring of `n + 1` states whose only entries are the amplitudes `a k`
for the step from `k` to `k + 1`, with the last state followed by the first. -/
def cyclicMatrix (a : Fin (n + 1) → ℂ) : Matrix (Fin (n + 1)) (Fin (n + 1)) ℂ :=
  Matrix.of fun j k => if j = k + 1 then a k else 0

/-- The overlap matrix of a closed chain of states: the entry is `⟨u j, u k⟩` if `j` follows `k`
on the ring, and zero otherwise. -/
def overlapMatrix (u : Fin (n + 1) → E) : Matrix (Fin (n + 1)) (Fin (n + 1)) ℂ :=
  Matrix.of fun j k => if j = k + 1 then inner ℂ (u j) (u k) else 0

/-- The full matrix of an operator `U` between the orbitals `ψ`, with entries `⟨ψ j, U ψ k⟩`. -/
def twistMatrix (U : E →ₗ[ℂ] E) (ψ : Fin (n + 1) → E) :
    Matrix (Fin (n + 1)) (Fin (n + 1)) ℂ :=
  Matrix.of fun j k => inner ℂ (ψ j) (U (ψ k))

/-- Bloch states `ψ k` of a translation `T` on a ring of `n + 1` cells, together with a twist
operator `U` that commutes with `T` up to the elementary phase `ω`. -/
structure IsBlochTwist (ω : ℂ) (T U : E →ₗ[ℂ] E) (ψ : Fin (n + 1) → E) : Prop where
  root : IsPrimitiveRoot ω (n + 1)
  isometry : ∀ x y, inner ℂ (T x) (T y) = inner ℂ x y
  twist : ∀ x, T (U x) = ω • U (T x)
  bloch : ∀ k, T (ψ k) = ω ^ (k : ℕ) • ψ k

/-- The determinant of a cyclic hopping matrix is the product of the amplitudes around the ring,
times the sign `(-1) ^ n` of the cyclic permutation of `n + 1` states. -/
theorem det_cyclicMatrix (a : Fin (n + 1) → ℂ) :
    (cyclicMatrix a).det = (-1) ^ n * ∏ k, a k := by
  rw [Matrix.det_apply', Finset.sum_eq_single (finRotate (n + 1))]
  · rw [sign_finRotate]
    simp [cyclicMatrix, finRotate_apply]
  · -- any other permutation meets a vanishing entry
    intro σ _ hσ
    have hex : ∃ k, σ k ≠ k + 1 := by
      by_contra h
      refine hσ (Equiv.ext fun k => ?_)
      rw [finRotate_apply]
      exact not_not.mp fun hk => h ⟨k, hk⟩
    obtain ⟨k, hk⟩ := hex
    have h0 : ∏ i, cyclicMatrix a (σ i) i = 0 :=
      Finset.prod_eq_zero (Finset.mem_univ k) (by simp [cyclicMatrix, hk])
    rw [h0, mul_zero]
  · intro h
    exact absurd (Finset.mem_univ _) h

/-- The determinant of the overlap matrix of a closed chain of `n + 1` states is `(-1) ^ n` times
the product of the overlaps `⟨u (k + 1), u k⟩` around the chain. -/
theorem det_overlapMatrix (u : Fin (n + 1) → E) :
    (overlapMatrix u).det = (-1) ^ n * ∏ k, inner ℂ (u (k + 1)) (u k) := by
  have h : overlapMatrix u = cyclicMatrix fun k => inner ℂ (u (k + 1)) (u k) := by
    ext j k
    by_cases hj : j = k + 1
    · subst hj
      simp [overlapMatrix, cyclicMatrix]
    · simp [overlapMatrix, cyclicMatrix, hj]
  rw [h, det_cyclicMatrix]

/-- Multiplying each state by a complex factor `c k` multiplies the overlap matrix by diagonal
matrices, with the conjugate factors on the left and the factors themselves on the right. -/
theorem overlapMatrix_smul (c : Fin (n + 1) → ℂ) (u : Fin (n + 1) → E) :
    overlapMatrix (fun k => c k • u k) =
      Matrix.diagonal (fun k => conj (c k)) * overlapMatrix u * Matrix.diagonal c := by
  ext j k
  rw [Matrix.mul_diagonal, Matrix.diagonal_mul]
  by_cases h : j = k + 1
  · simp only [overlapMatrix, Matrix.of_apply, if_pos h, inner_smul_left, inner_smul_right]
    ring
  · simp [overlapMatrix, h]

/-- Multiplying each state by a complex factor `c k` multiplies the overlap determinant by the
product of the `|c k| ^ 2`. -/
theorem det_overlapMatrix_smul (c : Fin (n + 1) → ℂ) (u : Fin (n + 1) → E) :
    (overlapMatrix fun k => c k • u k).det =
      (∏ k, (‖c k‖ : ℂ) ^ 2) * (overlapMatrix u).det := by
  have h : (∏ k, conj (c k)) * ∏ k, c k = ∏ k, (‖c k‖ : ℂ) ^ 2 := by
    rw [← Finset.prod_mul_distrib]
    exact Finset.prod_congr rfl fun k _ => Complex.conj_mul' (c k)
  rw [overlapMatrix_smul, Matrix.det_mul, Matrix.det_mul, Matrix.det_diagonal,
    Matrix.det_diagonal, ← h]
  ring

/-- The overlap determinant is unchanged when each state is multiplied by its own phase. -/
theorem det_overlapMatrix_gauge (c : Fin (n + 1) → ℂ) (hc : ∀ k, ‖c k‖ = 1)
    (u : Fin (n + 1) → E) :
    (overlapMatrix fun k => c k • u k).det = (overlapMatrix u).det := by
  rw [det_overlapMatrix_smul]
  simp [hc]

/-- Selection rule: the twist operator has no matrix element between the Bloch states `k` and `j`
unless `j` is the next crystal momentum after `k` on the ring. -/
theorem bloch_selection_rule {ω : ℂ} {T U : E →ₗ[ℂ] E} {ψ : Fin (n + 1) → E}
    (hB : IsBlochTwist ω T U ψ) {j k : Fin (n + 1)} (hjk : j ≠ k + 1) :
    inner ℂ (ψ j) (U (ψ k)) = 0 := by
  by_contra hX
  -- translate both states: the matrix element picks up a phase
  have h := hB.isometry (ψ j) (U (ψ k))
  rw [hB.twist, hB.bloch j, hB.bloch k, map_smul, inner_smul_left, inner_smul_right,
    inner_smul_right] at h
  have h1 : conj (ω ^ (j : ℕ)) * ω ^ ((k : ℕ) + 1) = 1 := by
    apply mul_right_cancel₀ hX
    rw [one_mul]
    linear_combination h
  have hn : ‖ω‖ = 1 :=
    (pow_eq_one_iff_of_nonneg (norm_nonneg ω) (Nat.succ_ne_zero n)).mp
      (by rw [← norm_pow, hB.root.pow_eq_one, norm_one])
  have h2 : conj (ω ^ (j : ℕ)) * ω ^ (j : ℕ) = 1 := by
    rw [Complex.conj_mul', norm_pow, hn]
    simp
  have h3 : ω ^ (j : ℕ) = ω ^ ((k : ℕ) + 1) := by
    linear_combination ω ^ ((k : ℕ) + 1) * h2 - ω ^ (j : ℕ) * h1
  -- equal phases mean equal crystal momenta on the ring
  have hv : ((k + 1 : Fin (n + 1)) : ℕ) = ((k : ℕ) + 1) % (n + 1) := by
    simp [Fin.val_add]
  refine hjk (Fin.ext (hB.root.pow_inj j.isLt (k + 1 : Fin (n + 1)).isLt ?_))
  rw [hv, ← pow_eq_pow_mod _ hB.root.pow_eq_one]
  exact h3

/-- For Bloch states on a ring of `n + 1` cells, the determinant of the full matrix of the twist
operator is `(-1) ^ n` times the product of its elements between successive crystal momenta. -/
theorem det_twistMatrix {ω : ℂ} {T U : E →ₗ[ℂ] E} {ψ : Fin (n + 1) → E}
    (hB : IsBlochTwist ω T U ψ) :
    (twistMatrix U ψ).det = (-1) ^ n * ∏ k, inner ℂ (ψ (k + 1)) (U (ψ k)) := by
  have h : twistMatrix U ψ = cyclicMatrix fun k => inner ℂ (ψ (k + 1)) (U (ψ k)) := by
    ext j k
    by_cases hj : j = k + 1
    · subst hj
      simp [twistMatrix, cyclicMatrix]
    · simp [twistMatrix, cyclicMatrix, hj, bloch_selection_rule hB hj]
  rw [h, det_cyclicMatrix]

/-- Translation by one cell on a ring of two cells, written in the basis of its two crystal
momenta. -/
def twoCellTranslation : EuclideanSpace ℂ (Fin 2) →ₗ[ℂ] EuclideanSpace ℂ (Fin 2) where
  toFun v := !₂[v 0, -v 1]
  map_add' x y := by ext i; fin_cases i <;> simp [add_comm]
  map_smul' c x := by ext i; fin_cases i <;> simp

/-- The twist operator on a ring of two cells, which exchanges the two crystal momenta. -/
def twoCellTwist : EuclideanSpace ℂ (Fin 2) →ₗ[ℂ] EuclideanSpace ℂ (Fin 2) where
  toFun v := !₂[v 1, v 0]
  map_add' x y := by ext i; fin_cases i <;> simp
  map_smul' c x := by ext i; fin_cases i <;> simp

/-- The two-cell ring satisfies the Bloch and twist relations with `ω = -1`, and its twist
determinant is `-1`. -/
theorem isBlochTwist_witness :
    IsBlochTwist (n := 1) (-1) twoCellTranslation twoCellTwist
        (fun k => EuclideanSpace.single k (1 : ℂ)) ∧
      (twistMatrix (n := 1) twoCellTwist
        (fun k => EuclideanSpace.single k (1 : ℂ))).det = -1 := by
  refine ⟨⟨IsPrimitiveRoot.neg_one 0 (by norm_num), ?_, ?_, ?_⟩, ?_⟩
  · intro x y
    simp [twoCellTranslation, PiLp.inner_apply, Fin.sum_univ_two]
  · intro x
    ext i
    fin_cases i <;> simp [twoCellTranslation, twoCellTwist]
  · intro k
    ext i
    fin_cases k <;> fin_cases i <;> simp [twoCellTranslation]
  · rw [Matrix.det_fin_two]
    simp [twistMatrix, twoCellTwist, PiLp.inner_apply]

end

end RestaOverlapDeterminant
```

```lean
#print axioms RestaOverlapDeterminant.det_overlapMatrix
#print axioms RestaOverlapDeterminant.det_overlapMatrix_gauge
#print axioms RestaOverlapDeterminant.det_twistMatrix
```

```
'RestaOverlapDeterminant.det_overlapMatrix' depends on axioms: [propext, Classical.choice, Quot.sound]
'RestaOverlapDeterminant.det_overlapMatrix_gauge' depends on axioms: [propext, Classical.choice, Quot.sound]
'RestaOverlapDeterminant.det_twistMatrix' depends on axioms: [propext, Classical.choice, Quot.sound]
```

## The rotation and its sign in Mathlib

The proof turns on `finRotate (n + 1)`, Mathlib's name for the permutation that sends each label to the next one on the ring. Two lemmas make it useful here: `finRotate_apply` identifies its action with $k\mapsto k+1$, and `sign_finRotate` gives its sign as $(-1)^n$. The cycle therefore does not have to be decomposed into transpositions within this file.

In `det_cyclicMatrix`, `Matrix.det_apply'` writes out the Leibniz sum with entries in row `σ i` and column `i`, the same order as in the derivation above. `Finset.sum_eq_single` then reduces the sum to the term of the rotation, provided that all others vanish. For a permutation `σ` other than the rotation, the proof finds a label `k` with `σ k ≠ k + 1`; the corresponding factor is zero, and so is the whole product.

## From the cyclic matrix to overlaps and phases

`det_overlapMatrix` recognises $S$ as a cyclic matrix with amplitudes $\langle u_{k+1},u_k\rangle$ and applies the general determinant formula.

`overlapMatrix_smul` is the identity $S\mapsto D^\dagger SD$, checked entry by entry. `det_overlapMatrix_smul` takes determinants and combines each $\bar c_kc_k$ into $|c_k|^2$ by `Complex.conj_mul'`. Setting all the norms to one gives `det_overlapMatrix_gauge`.

## The selection rule in Lean

`bloch_selection_rule` assumes that $j\neq k+1$ and, for contradiction, that $X\neq0$. The isometry hypothesis, rewritten with the twist and Bloch relations, gives the equation for $X$ derived above. Cancelling $X$ yields `h1`, which is $\overline{\omega^j}\omega^{k+1}=1$. The norm of $\omega$ is one because a positive power of it equals one, and this gives `h2`, $\overline{\omega^j}\omega^j=1$. Together they imply `h3`, $\omega^j=\omega^{k+1}$.

The exponent in `h3` is an ordinary natural number, which equals $n+1$ when $k$ is the last label. The step `hv` reduces it modulo $n+1$, after which `pow_inj` for primitive roots turns equal powers into equal labels, contradicting $j\neq k+1$.

`det_twistMatrix` uses this rule to identify the full twist matrix with a cyclic matrix, and the determinant formula applies once more.

Finally, `isBlochTwist_witness` exhibits a ring of two cells, with $T=\operatorname{diag}(1,-1)$, $\omega=-1$ and $U$ exchanging the two momentum states. All four assumptions hold, and the twist determinant is $-1$, so they are consistent and allow a nonzero determinant.
